# The harmonic ring-polymer x² correlation with two or more beads is not a constant plus one cosine

A ring-polymer molecular dynamics program can be tested on a harmonic oscillator by fitting its x² correlation, with x² averaged over the beads, to the exact Kubo form, A + B cos(2ωt), and inspecting the residual. With two or more beads, the two cannot agree at all times, even for perfect sampling and an exact integrator, so a residual is not in itself evidence of a programming error. This holds for the harmonic well; the size of the residual is a separate question.

## Why one frequency cannot serve all the modes

Take N beads of mass m in a well of frequency ω, with neighbours on the ring joined by springs of frequency c > 0. In ring-polymer dynamics at inverse temperature β, c = N/(βħ), so the springs carry the quantum spread of the particle. The normal-mode frequencies are

W_k = √(ω² + 4c² sin²(kπ/N)), k = 0, …, N−1.

To see this, let a standing wave have the value cos θ at bead j, with θ = 2πkj/N + φ. Its neighbours have the values cos(θ ± δ), where δ = 2πk/N, and

2 cos θ − cos(θ+δ) − cos(θ−δ) = 2(1 − cos δ) cos θ = 4 sin²(kπ/N) cos θ.

Multiplying by c² and adding the well term ω² cos θ gives W_k² cos θ.

In orthonormal mode coordinates q_k, the bead average of x² is (1/N) Σ_k q_k². The modes are independent Gaussian variables at inverse temperature β/N, so

⟨q_k(0) q_k(t)⟩ = N cos(W_k t)/(βm W_k²),

⟨q_k(0)² q_k(t)²⟩ = ⟨q_k²⟩² + 2⟨q_k(0) q_k(t)⟩².

The x² correlation is therefore a constant plus 2/(βm)² times

f(t) = Σ_k cos²(W_k t)/W_k⁴.

The exact form has a single frequency because x² connects an oscillator level n only to n and n ± 2.

Now suppose that f(t) = A + B cos(2Ωt) at all times, for some real Ω. Write a_k = 1/W_k⁴ and use 2cos²θ = 1 + cos 2θ:

Σ_k a_k cos(2W_k t) = (2A − Σ_k a_k) + 2B cos(2Ωt).

Differentiating twice and changing the sign removes the constant:

Σ_k a_k (2W_k)² cos(2W_k t) = 2B (2Ω)² cos(2Ωt).

Two further rounds multiply each weight by (2W_k)² and the right side by (2Ω)² each time. At t = 0 the three results are

M₂ = Σ_k a_k (2W_k)² = 2B(2Ω)²,

M₄ = Σ_k a_k (2W_k)⁴ = 2B(2Ω)⁴,

M₆ = Σ_k a_k (2W_k)⁶ = 2B(2Ω)⁶.

Combine them so that the right sides cancel:

0 = M₆ − 2(2Ω)² M₄ + (2Ω)⁴ M₂ = Σ_k a_k (2W_k)² [(2W_k)² − (2Ω)²]².

No term is negative, so each one vanishes. Since a_k and W_k are positive, W_k² = Ω² for every k. But for N ≥ 2

W₀² = ω², W₁² = ω² + 4c² sin²(π/N),

and sin(π/N) > 0 because 0 < π/N < π. The two values differ, which is a contradiction.

For N = 1 only k = 0 remains, and f does have the required form:

f(t) = cos²(ωt)/ω⁴ = 1/(2ω⁴) + cos(2ωt)/(2ω⁴).

The springs matter. With c = 0, N = 2 and ω = 1, both frequencies equal 1, and f(t) = 2cos²t = 1 + cos 2t is of Kubo form. The condition c > 0 excludes this case.

## The ring and its correlation in Lean

```lean
import Mathlib

namespace RingPolymerSquareCorrelation

noncomputable section
```

The mode frequency takes the number of beads, the two frequencies ω and c, and the mode index. Mass and temperature do not appear separately.

```lean
/-- Frequency of the `k`-th normal mode of a ring of `N ≥ 1` beads in a harmonic well of
frequency `ω`, with spring frequency `c` between neighbouring beads. -/
def modeFreq (N : ℕ) (ω c : ℝ) (k : ℕ) : ℝ :=
  Real.sqrt (ω ^ 2 + 4 * c ^ 2 * Real.sin (k * Real.pi / N) ^ 2)
```

A standing wave is a function of an integer bead index `j`, so that `j + 1` and `j - 1` are always available. The phase `φ` covers cosine and sine waves together.

```lean
/-- Standing wave with wave number `k` and phase `φ` on a ring of `N ≥ 1` beads,
evaluated at bead `j`. -/
def standingWave (N k : ℕ) (φ : ℝ) (j : ℤ) : ℝ :=
  Real.cos (2 * Real.pi * k * j / N + φ)
```

The next definition is the sum f(t), without the additive constant and the factor 2/(βm)² of the full correlation; neither affects whether the form is a constant plus one cosine. `Finset.range N` supplies k = 0, …, N−1. The formal development starts from this sum: the thermal average that leads to it and the quantum Kubo correlation that it is compared with were argued above by hand only.

```lean
/-- Ring-polymer correlation of `x²` as a sum over normal modes, up to a time-independent additive
constant and a positive time-independent factor, for `N ≥ 1` and nonzero mode frequencies. -/
def squareCorr (N : ℕ) (ω c t : ℝ) : ℝ :=
  ∑ k ∈ Finset.range N, Real.cos (modeFreq N ω c k * t) ^ 2 / modeFreq N ω c k ^ 4
```

Squaring the frequency removes the square root, since the expression under it is never negative.

```lean
/-- The squared mode frequency is the well contribution plus the spring contribution. -/
theorem modeFreq_sq (N : ℕ) (ω c : ℝ) (k : ℕ) :
    modeFreq N ω c k ^ 2 = ω ^ 2 + 4 * c ^ 2 * Real.sin (k * Real.pi / N) ^ 2 :=
  Real.sq_sqrt (by positivity)
```

The next theorem ties `modeFreq` to the mechanics. Its first part says that the wave closes on itself after `N` beads, its second that the well and spring forces (per unit mass, with the sign reversed) multiply it by W_k². It does not address whether these waves form a complete basis. For N = 2 the two neighbours are the same bead, joined by two springs.

In the proof, `e` shows that going once round the ring adds k full turns to the phase. The equations `e1` and `e2` write the neighbours as cosines of θ ± δ, and `e3` is the half-angle identity for 1 − cos δ.

```lean
/-- A standing wave is periodic around the ring, and the sum of its well and nearest-neighbour
spring forces, per unit mass and with the sign reversed, is the squared mode frequency times the
wave. -/
theorem standingWave_is_normal_mode {N : ℕ} (hN : 1 ≤ N) (ω c φ : ℝ) (k : ℕ) (j : ℤ) :
    standingWave N k φ (j + N) = standingWave N k φ j ∧
    ω ^ 2 * standingWave N k φ j + c ^ 2 * (2 * standingWave N k φ j
      - standingWave N k φ (j + 1) - standingWave N k φ (j - 1))
      = modeFreq N ω c k ^ 2 * standingWave N k φ j := by
  constructor
  · have hN0 : (N : ℝ) ≠ 0 := Nat.cast_ne_zero.2 (by omega)
    have e : 2 * Real.pi * k * ((j + N : ℤ) : ℝ) / N + φ
        = (2 * Real.pi * k * j / N + φ) + k * (2 * Real.pi) := by
      push_cast
      field_simp
      ring
    unfold standingWave
    rw [e, Real.cos_add_nat_mul_two_pi]
  · have e1 : standingWave N k φ (j + 1)
        = Real.cos ((2 * Real.pi * k * j / N + φ) + 2 * (k * Real.pi / N)) := by
      unfold standingWave
      congr 1
      push_cast
      ring
    have e2 : standingWave N k φ (j - 1)
        = Real.cos ((2 * Real.pi * k * j / N + φ) - 2 * (k * Real.pi / N)) := by
      unfold standingWave
      congr 1
      push_cast
      ring
    have e3 : Real.cos (2 * (k * Real.pi / N))
        = 1 - 2 * Real.sin (k * Real.pi / N) ^ 2 := by
      rw [Real.cos_two_mul]
      linarith [Real.sin_sq_add_cos_sq (k * Real.pi / N)]
    rw [e1, e2, modeFreq_sq, Real.cos_add, Real.cos_sub, e3]
    unfold standingWave
    ring
```

## Differentiation and the three moments

The first lemma is the double differentiation, stated for any finite set of real weights `a` and frequencies `w`. The hypothesis `h` is assumed at every time, so both sides can be differentiated at any point.

The proof differentiates the sum term by term, rewrites the same function with `h`, and equates the two derivatives by `unique`, since a function has only one derivative at a point. This is done twice, and the constant `C` disappears in the first round.

```lean
/-- If a finite sum of cosines equals a constant plus one cosine at all times, then the
same holds without the constant once each weight is multiplied by its squared frequency. -/
theorem cosine_sum_second_derivative {ι : Type*} (s : Finset ι) (a w : ι → ℝ) (C B Ω : ℝ)
    (h : ∀ t : ℝ, ∑ i ∈ s, a i * Real.cos (w i * t) = C + B * Real.cos (Ω * t)) (t : ℝ) :
    ∑ i ∈ s, a i * w i ^ 2 * Real.cos (w i * t) = B * Ω ^ 2 * Real.cos (Ω * t) := by
  have hlin : ∀ v t : ℝ, HasDerivAt (fun t : ℝ => v * t) v t := fun v t =>
    ((hasDerivAt_id' t).const_mul v).congr_deriv (mul_one v)
  have hcos : ∀ v t : ℝ, HasDerivAt (fun t : ℝ => Real.cos (v * t))
      (-(v * Real.sin (v * t))) t := fun v t =>
    (hlin v t).cos.congr_deriv (by ring)
  have hsin : ∀ v t : ℝ, HasDerivAt (fun t : ℝ => -(v * Real.sin (v * t)))
      (-(v * (v * Real.cos (v * t)))) t := fun v t =>
    ((hlin v t).sin.const_mul v).fun_neg.congr_deriv (by ring)
  -- first derivative of both sides
  have h1 : ∀ t : ℝ, ∑ i ∈ s, a i * (-(w i * Real.sin (w i * t)))
      = B * (-(Ω * Real.sin (Ω * t))) := by
    intro t
    have hl : HasDerivAt (fun t : ℝ => ∑ i ∈ s, a i * Real.cos (w i * t))
        (∑ i ∈ s, a i * (-(w i * Real.sin (w i * t)))) t :=
      HasDerivAt.fun_sum (fun i _ => (hcos (w i) t).const_mul (a i))
    simp only [h] at hl
    exact hl.unique (((hcos Ω t).const_mul B).const_add C)
  -- second derivative of both sides
  have hl : HasDerivAt (fun t : ℝ => ∑ i ∈ s, a i * (-(w i * Real.sin (w i * t))))
      (∑ i ∈ s, a i * (-(w i * (w i * Real.cos (w i * t))))) t :=
    HasDerivAt.fun_sum (fun i _ => (hsin (w i) t).const_mul (a i))
  simp only [h1] at hl
  have h2 := hl.unique ((hsin Ω t).const_mul B)
  have e : ∑ i ∈ s, a i * w i ^ 2 * Real.cos (w i * t)
      = -∑ i ∈ s, a i * (-(w i * (w i * Real.cos (w i * t)))) := by
    rw [← Finset.sum_neg_distrib]
    exact Finset.sum_congr rfl (fun i _ => by ring)
  rw [e, h2]
  ring
```

The second lemma is the moment argument. The weights must be positive and the frequencies nonzero; a mode with w = 0 would contribute only a constant, which `A` could absorb. `B` and `Ω` may be any real numbers.

Here `h0` is the doubled-angle form, and `m2`, `m4` and `m6` are three applications of the previous lemma, the last two with constant 0. Setting t = 0 gives `e2`, `e4` and `e6`, the equations for M₂, M₄ and M₆. They combine in `hz` to the vanishing sum of squares. `Finset.sum_eq_zero_iff_of_nonneg` then makes each term zero, and the positive factor `hp` is removed, leaving equal squared frequencies.

```lean
/-- If a positively weighted sum of `cos²(w t)` over nonzero frequencies oscillates at the
single frequency `2Ω` about a constant, then every `w²` equals `Ω²`. -/
theorem single_frequency_rigidity {ι : Type*} (s : Finset ι) (a w : ι → ℝ) (A B Ω : ℝ)
    (ha : ∀ i ∈ s, 0 < a i) (hw : ∀ i ∈ s, w i ≠ 0)
    (h : ∀ t : ℝ, ∑ i ∈ s, a i * Real.cos (w i * t) ^ 2 = A + B * Real.cos (2 * Ω * t)) :
    ∀ i ∈ s, w i ^ 2 = Ω ^ 2 := by
  have h0 : ∀ t : ℝ, ∑ i ∈ s, a i * Real.cos (2 * w i * t)
      = (2 * A - ∑ i ∈ s, a i) + 2 * B * Real.cos (2 * Ω * t) := by
    intro t
    have e : ∑ i ∈ s, a i * Real.cos (2 * w i * t)
        = 2 * ∑ i ∈ s, a i * Real.cos (w i * t) ^ 2 - ∑ i ∈ s, a i := by
      rw [Finset.mul_sum, ← Finset.sum_sub_distrib]
      refine Finset.sum_congr rfl (fun i _ => ?_)
      rw [show 2 * w i * t = 2 * (w i * t) by ring, Real.cos_two_mul]
      ring
    rw [e, h t]
    ring
  -- spectral moments of order two, four and six
  have m2 := cosine_sum_second_derivative s a (fun i => 2 * w i) _ _ _ h0
  have m4 := cosine_sum_second_derivative s (fun i => a i * (2 * w i) ^ 2)
    (fun i => 2 * w i) 0 _ _ (fun t => (m2 t).trans (zero_add _).symm)
  have m6 := cosine_sum_second_derivative s (fun i => a i * (2 * w i) ^ 2 * (2 * w i) ^ 2)
    (fun i => 2 * w i) 0 _ _ (fun t => (m4 t).trans (zero_add _).symm)
  have e2 := m2 0
  have e4 := m4 0
  have e6 := m6 0
  simp only [mul_zero, Real.cos_zero, mul_one] at e2 e4 e6
  -- the moments combine to a vanishing sum of nonnegative terms
  have hz : ∑ i ∈ s, a i * (2 * w i) ^ 2 * ((2 * w i) ^ 2 - (2 * Ω) ^ 2) ^ 2 = 0 := by
    have e : ∑ i ∈ s, a i * (2 * w i) ^ 2 * ((2 * w i) ^ 2 - (2 * Ω) ^ 2) ^ 2
        = ∑ i ∈ s, a i * (2 * w i) ^ 2 * (2 * w i) ^ 2 * (2 * w i) ^ 2
          - 2 * (2 * Ω) ^ 2 * ∑ i ∈ s, a i * (2 * w i) ^ 2 * (2 * w i) ^ 2
          + (2 * Ω) ^ 4 * ∑ i ∈ s, a i * (2 * w i) ^ 2 := by
      rw [Finset.mul_sum, Finset.mul_sum, ← Finset.sum_sub_distrib, ← Finset.sum_add_distrib]
      exact Finset.sum_congr rfl (fun i _ => by ring)
    rw [e, e6, e4, e2]
    ring
  intro i hi
  have hterm := (Finset.sum_eq_zero_iff_of_nonneg (fun i hi => by
    have := (ha i hi).le
    positivity)).1 hz i hi
  have hp : 0 < a i * (2 * w i) ^ 2 := by
    have h1 := ha i hi
    have h2 := hw i hi
    positivity
  have q := pow_eq_zero_iff (two_ne_zero) |>.1 ((mul_eq_zero.1 hterm).resolve_left hp.ne')
  linarith
```

## Two beads or more, and the single bead

For N ≥ 2 and positive ω and c, the main theorem denies that any real `A`, `B` and `Ω` reproduce f at all times. Refitting the frequency therefore does not rescue the single-cosine form.

The proof applies the moment lemma with weights 1/W_k⁴. It then compares `k0`, the condition for the centroid mode, with `k1`, the condition for the first internal mode. Their difference is 4c² sin²(π/N), whose positivity follows from `hgap`, and `linarith` closes the contradiction.

```lean
/-- With two or more beads, the ring-polymer `x²` correlation is not a constant plus a
single cosine, whatever the frequency of that cosine. -/
theorem squareCorr_not_single_frequency {N : ℕ} {ω c : ℝ} (hN : 2 ≤ N) (hω : 0 < ω)
    (hc : 0 < c) :
    ¬ ∃ A B Ω : ℝ, ∀ t : ℝ, squareCorr N ω c t = A + B * Real.cos (2 * Ω * t) := by
  rintro ⟨A, B, Ω, h⟩
  have hW : ∀ k, 0 < modeFreq N ω c k := fun k => Real.sqrt_pos.2 (by positivity)
  have key := single_frequency_rigidity (Finset.range N)
    (fun k => 1 / modeFreq N ω c k ^ 4) (modeFreq N ω c) A B Ω
    (fun k _ => one_div_pos.2 (pow_pos (hW k) 4)) (fun k _ => (hW k).ne')
    (fun t => by
      rw [← h t]
      unfold squareCorr
      exact Finset.sum_congr rfl (fun k _ => by ring))
  -- the centroid and the first internal mode would need the same frequency
  have k0 := key 0 (Finset.mem_range.2 (by omega))
  have k1 := key 1 (Finset.mem_range.2 (by omega))
  rw [modeFreq_sq] at k0 k1
  simp only [Nat.cast_zero, zero_mul, zero_div, Real.sin_zero] at k0
  simp only [Nat.cast_one, one_mul] at k1
  have hN1 : (1 : ℝ) < N := Nat.one_lt_cast.2 (by omega)
  have hs : 0 < Real.sin (Real.pi / N) :=
    Real.sin_pos_of_pos_of_lt_pi (div_pos Real.pi_pos (by linarith))
      (div_lt_self Real.pi_pos hN1)
  have hgap : 0 < c ^ 2 * Real.sin (Real.pi / N) ^ 2 := by positivity
  linarith
```

The statement about the Kubo form is the special case Ω = ω, again for positive ω and c.

```lean
/-- With two or more beads, the ring-polymer `x²` correlation does not have the form
`A + B cos(2ωt)` of the exact harmonic Kubo correlation. -/
theorem squareCorr_not_kubo_form {N : ℕ} {ω c : ℝ} (hN : 2 ≤ N) (hω : 0 < ω) (hc : 0 < c) :
    ¬ ∃ A B : ℝ, ∀ t : ℝ, squareCorr N ω c t = A + B * Real.cos (2 * ω * t) :=
  fun ⟨A, B, h⟩ => squareCorr_not_single_frequency hN hω hc ⟨A, B, ω, h⟩
```

For one bead the correlation is computed explicitly. Any real `c` is allowed, because sin 0 = 0 removes the spring term.

```lean
/-- For a single bead the mode sum `squareCorr` is the constant `1/(2ω⁴)` plus a cosine of frequency
`2ω` with amplitude `1/(2ω⁴)`. -/
theorem squareCorr_one_bead {ω : ℝ} (hω : 0 < ω) (c t : ℝ) :
    squareCorr 1 ω c t
      = 1 / (2 * ω ^ 4) + 1 / (2 * ω ^ 4) * Real.cos (2 * ω * t) := by
  have hW : modeFreq 1 ω c 0 = ω := by
    simp [modeFreq, Real.sqrt_sq hω.le]
  simp only [squareCorr, Finset.sum_range_one, hW]
  rw [show 2 * ω * t = 2 * (ω * t) by ring, Real.cos_two_mul]
  ring
```

The last theorem joins the two cases. For N ≥ 1, with ω and c positive, a constant plus a single cosine is possible exactly when N = 1. One direction is the main theorem, and the other takes its constants from the one-bead formula.

```lean
/-- The ring-polymer `x²` correlation is a constant plus a single cosine exactly when the
ring has one bead. -/
theorem squareCorr_single_frequency_iff {N : ℕ} {ω c : ℝ} (hN : 1 ≤ N) (hω : 0 < ω)
    (hc : 0 < c) :
    (∃ A B Ω : ℝ, ∀ t : ℝ, squareCorr N ω c t = A + B * Real.cos (2 * Ω * t)) ↔ N = 1 := by
  constructor
  · intro h
    by_contra hne
    exact squareCorr_not_single_frequency (by omega) hω hc h
  · rintro rfl
    exact ⟨_, _, ω, squareCorr_one_bead hω c⟩

end

end RingPolymerSquareCorrelation
```

```lean
#print axioms RingPolymerSquareCorrelation.standingWave_is_normal_mode
-- 'RingPolymerSquareCorrelation.standingWave_is_normal_mode' depends on axioms: [propext, Classical.choice, Quot.sound]
#print axioms RingPolymerSquareCorrelation.squareCorr_not_single_frequency
-- 'RingPolymerSquareCorrelation.squareCorr_not_single_frequency' depends on axioms: [propext, Classical.choice, Quot.sound]
#print axioms RingPolymerSquareCorrelation.squareCorr_not_kubo_form
-- 'RingPolymerSquareCorrelation.squareCorr_not_kubo_form' depends on axioms: [propext, Classical.choice, Quot.sound]
#print axioms RingPolymerSquareCorrelation.squareCorr_single_frequency_iff
-- 'RingPolymerSquareCorrelation.squareCorr_single_frequency_iff' depends on axioms: [propext, Classical.choice, Quot.sound]
```
